# Two Bloch phase conventions give the same bands, but elements of dH/dk that differ by i(E₁ − E₂)⟨v, Tw⟩

Two programs can hold the same tight-binding model, plot identical bands, and still disagree on the matrix element of dH/dk between two bands. An optical spectrum computed from these elements then depends on where the Bloch phases were put. For non-interacting models with finitely many orthonormal orbitals per cell and position diagonal in the orbitals, the discrepancy has a closed form.

Let H(k) be the Hamiltonian whose phases contain only lattice translations. The wave number k is real, which in higher dimensions means one Cartesian component at a time, and ħ = 1. Orbitals are labelled by a finite type `n`.

```lean
import Mathlib

open Matrix
open Complex (I)

namespace TightBindingConventions

noncomputable section

variable {n : Type*} [Fintype n] [DecidableEq n]
```

Orbital j sits at the real coordinate τ_j within the cell. The position matrix is

T = diag(τ_j),

which neglects dipole elements between different orbitals.

```lean
/-- The position matrix `T`, diagonal in the orbitals, with real entries `τ j`. -/
def position (τ : n → ℝ) : Matrix n n ℂ := diagonal fun j => (τ j : ℂ)
```

The phases are collected in a matrix exponential,

U(k) = exp(ikT).

```lean
/-- The matrix exponential `U(k) = exp(i k T)` of the position matrix `T`. -/
def phase (τ : n → ℝ) (k : ℝ) : Matrix n n ℂ :=
  NormedSpace.exp ((I * (k : ℂ)) • position τ)
```

Writing * for the conjugate transpose (`ᴴ` in Lean), the second convention uses

K(k) = U(k)* H(k) U(k).

```lean
/-- The Hamiltonian `K(k) = U(k)* H(k) U(k)` in the convention with position phases. -/
def siteGauge (H : ℝ → Matrix n n ℂ) (τ : n → ℝ) (k : ℝ) : Matrix n n ℂ :=
  (phase τ k)ᴴ * H k * phase τ k
```

A prime denotes d/dk, taken entry by entry. The predicate below says that H has derivative H′ at one given k.

```lean
/-- The matrix family `H` has derivative `H'` at `k`, entry by entry. -/
def HasMatrixDerivAt (H : ℝ → Matrix n n ℂ) (H' : Matrix n n ℂ) (k : ℝ) : Prop :=
  ∀ i j, HasDerivAt (fun q => H q i j) (H' i j) k
```

The usual source of H is a finite hopping sum,

H(k) = Σ_R exp(ikR) t(R).

The theorems on spectra and velocities do not assume this form.

```lean
/-- The Bloch Hamiltonian with hopping matrices `t R` over finitely many lattice
translations `R`, with phases `exp(i k R)`. -/
def blochH (S : Finset ℝ) (t : ℝ → Matrix n n ℂ) (k : ℝ) : Matrix n n ℂ :=
  ∑ R ∈ S, Complex.exp (I * k * R) • t R
```

## Phases of the full displacement

Since T is diagonal, so is its exponential:

U_jj = exp(ikτ_j).

```lean
/-- The matrix `exp(i k T)` is diagonal, with entries `exp(i k τ j)`. -/
theorem phase_eq_diagonal (τ : n → ℝ) (k : ℝ) :
    phase τ k = diagonal fun j => Complex.exp (I * k * τ j) := by
  have h : (I * (k : ℂ)) • position τ = diagonal fun j => I * k * (τ j : ℂ) := by
    ext i j
    by_cases hij : i = j
    · subst hij
      simp [position]
    · simp [position, hij]
  unfold phase
  rw [h, Matrix.exp_diagonal]
  congr 1
  funext j
  rw [Complex.exp_eq_exp_ℂ]
  exact Pi.coe_exp _ _
```

Conjugation therefore multiplies each entry by two phases:

(U*AU)_ij = exp(−ikτ_i) A_ij exp(ikτ_j).

```lean
/-- Conjugation by `U(k)` multiplies the entry `i j` of a matrix by the phases of the
two orbitals. -/
theorem phase_conj_apply (τ : n → ℝ) (k : ℝ) (A : Matrix n n ℂ) (i j : n) :
    ((phase τ k)ᴴ * A * phase τ k) i j =
      Complex.exp (-(I * k * τ i)) * A i j * Complex.exp (I * k * τ j) := by
  have hs : star (Complex.exp (I * k * τ i)) = Complex.exp (-(I * k * τ i)) := by
    rw [Complex.star_def, ← Complex.exp_conj]
    simp
  rw [phase_eq_diagonal, diagonal_conjTranspose, mul_diagonal, diagonal_mul,
    Pi.star_apply, hs]
```

For A = 1 the phases cancel on the diagonal, so U*U = 1. For square matrices this also gives UU* = 1.

```lean
/-- The matrix `U(k)` satisfies `U U* = 1`. -/
theorem phase_mul_conjTranspose (τ : n → ℝ) (k : ℝ) :
    phase τ k * (phase τ k)ᴴ = 1 := by
  rw [mul_eq_one_comm]
  ext i j
  have h := phase_conj_apply τ k 1 i j
  rw [Matrix.mul_one] at h
  rw [h]
  by_cases hij : i = j
  · subst hij
    rw [Matrix.one_apply_eq, mul_one, ← Complex.exp_add, neg_add_cancel, Complex.exp_zero]
  · simp [Matrix.one_apply_ne hij]
```

Applied to the hopping sum, the same rule gives

K_ij = Σ_R exp(ik(R + τ_j − τ_i)) t(R)_ij.

The phase of each hopping now contains the full displacement between its two orbitals.

```lean
/-- For a Bloch Hamiltonian, each hopping term of `K(k)` carries the phase of the full
displacement `R + τ j - τ i` between the two orbitals. -/
theorem siteGauge_blochH (S : Finset ℝ) (t : ℝ → Matrix n n ℂ) (τ : n → ℝ) (k : ℝ)
    (i j : n) :
    siteGauge (blochH S t) τ k i j =
      ∑ R ∈ S, Complex.exp (I * k * (R + τ j - τ i)) * t R i j := by
  unfold siteGauge blochH
  rw [phase_conj_apply, Matrix.sum_apply, Finset.mul_sum, Finset.sum_mul]
  refine Finset.sum_congr rfl fun R _ => ?_
  have h : I * k * ((R : ℂ) + τ j - τ i) =
      -(I * k * τ i) + I * k * R + I * k * τ j := by ring
  rw [h, Complex.exp_add, Complex.exp_add, Matrix.smul_apply, smul_eq_mul]
  ring
```

## Equal spectra

The characteristic polynomial of a product AB of square matrices equals that of BA. Moving U* to the right,

char(U*HU) = char(HUU*) = char(H).

This needs neither Hermiticity nor differentiability.

```lean
/-- The Hamiltonians `K(k)` and `H(k)` have the same characteristic polynomial. -/
theorem siteGauge_charpoly (H : ℝ → Matrix n n ℂ) (τ : n → ℝ) (k : ℝ) :
    (siteGauge H τ k).charpoly = (H k).charpoly := by
  unfold siteGauge
  rw [Matrix.mul_assoc, Matrix.charpoly_mul_comm, Matrix.mul_assoc,
    phase_mul_conjTranspose, Matrix.mul_one]
```

Eigenvectors are multiplied by U*. If Hv = Ev, then

K(U*v) = U*HUU*v = U*Hv = E(U*v).

```lean
/-- If `v` solves the eigenvalue equation of `H(k)` with energy `E`, then `U* v` solves
that of `K(k)` with the same energy. -/
theorem siteGauge_eigenvector (H : ℝ → Matrix n n ℂ) (τ : n → ℝ) (k E : ℝ) (v : n → ℂ)
    (hv : H k *ᵥ v = (E : ℂ) • v) :
    siteGauge H τ k *ᵥ ((phase τ k)ᴴ *ᵥ v) = (E : ℂ) • ((phase τ k)ᴴ *ᵥ v) := by
  unfold siteGauge
  rw [mulVec_mulVec, Matrix.mul_assoc, phase_mul_conjTranspose, Matrix.mul_one,
    ← mulVec_mulVec, hv, mulVec_smul]
```

## The commutator in the derivative

The product rule on one entry gives

K′_ij = exp(−ikτ_i) [H′_ij + i(τ_j − τ_i)H_ij] exp(ikτ_j).

Because (HT − TH)_ij = H_ij τ_j − τ_i H_ij, this is

K′ = U*(H′ + i[H,T])U.

The Lean proof differentiates the same three factors, and the final `ring` matches the result to the commutator.

```lean
/-- The derivative of `K` is `U* (dH/dk + i [H, T]) U`. -/
theorem siteGauge_hasDerivAt {H : ℝ → Matrix n n ℂ} {H' : Matrix n n ℂ} {k : ℝ}
    (τ : n → ℝ) (hH : HasMatrixDerivAt H H' k) :
    HasMatrixDerivAt (siteGauge H τ)
      ((phase τ k)ᴴ * (H' + I • (H k * position τ - position τ * H k)) * phase τ k) k := by
  intro i j
  have e : ∀ c : ℂ, HasDerivAt (fun q : ℝ => Complex.exp (c * q))
      (Complex.exp (c * k) * c) k := by
    intro c
    have h1 : HasDerivAt (fun q : ℝ => c * (q : ℂ)) c k := by
      simpa using ((hasDerivAt_id k).ofReal_comp).const_mul c
    exact h1.cexp
  have a : ∀ q : ℝ, -(I * q * τ i) = -(I * τ i) * (q : ℂ) := fun q => by ring
  have b : ∀ q : ℝ, I * q * τ j = I * τ j * (q : ℂ) := fun q => by ring
  have hf : (fun q => siteGauge H τ q i j) = fun q : ℝ =>
      Complex.exp (-(I * τ i) * q) * H q i j * Complex.exp (I * τ j * q) := by
    funext q
    unfold siteGauge
    rw [phase_conj_apply, a, b]
  rw [hf, phase_conj_apply, a, b]
  -- product rule: the two phases produce the commutator with the position matrix
  refine (((e _).fun_mul (hH i j)).fun_mul (e _)).congr_deriv ?_
  simp only [position, Matrix.add_apply, Matrix.smul_apply, Matrix.sub_apply,
    mul_diagonal, diagonal_mul, smul_eq_mul]
  ring
```

## Velocity elements

Let H(k) be Hermitian at the k considered, with Hv = E₁v and Hw = E₂w. The inner product ⟨v, w⟩ is `star v ⬝ᵥ w`, conjugate-linear in v. The unitaries cancel:

⟨U*v, K′U*w⟩ = ⟨v, H′w⟩ + i⟨v, (HT − TH)w⟩.

Hermiticity lets H act to the left, so

⟨v, HTw⟩ = E₁⟨v, Tw⟩,
⟨v, THw⟩ = E₂⟨v, Tw⟩,

and the difference between the conventions is i(E₁ − E₂)⟨v, Tw⟩. In the proof, `hc` cancels the unitaries, `hl` is the action to the left, and `hcomm` evaluates the commutator. The vectors need not be normalised.

For the hopping sum, the second convention gives the physical velocity. That velocity is i times the commutator of the full lattice Hamiltonian with the full position, which places orbital j of cell R at R + τ_j. Its elements are those of K′ between U*v and U*w, while H′ leaves out the part that comes from the positions within the cell.

```lean
/-- If `H(k)` is Hermitian, with eigenvectors `v` and `w` of energies `E₁` and `E₂`, the element of
`dK/dk` between `U* v` and `U* w` equals that of `dH/dk` between `v` and `w` plus `i (E₁ - E₂) ⟨v, T
w⟩`. -/
theorem velocity_element {H : ℝ → Matrix n n ℂ} {H' K' : Matrix n n ℂ} {τ : n → ℝ}
    {k E₁ E₂ : ℝ} {v w : n → ℂ} (hH : HasMatrixDerivAt H H' k)
    (hK : HasMatrixDerivAt (siteGauge H τ) K' k) (herm : (H k).IsHermitian)
    (hv : H k *ᵥ v = (E₁ : ℂ) • v) (hw : H k *ᵥ w = (E₂ : ℂ) • w) :
    star ((phase τ k)ᴴ *ᵥ v) ⬝ᵥ (K' *ᵥ ((phase τ k)ᴴ *ᵥ w)) =
      star v ⬝ᵥ (H' *ᵥ w) + I * (E₁ - E₂) * (star v ⬝ᵥ (position τ *ᵥ w)) := by
  have hK' : K' =
      (phase τ k)ᴴ * (H' + I • (H k * position τ - position τ * H k)) * phase τ k := by
    ext i j
    exact (hK i j).unique (siteGauge_hasDerivAt τ hH i j)
  -- the unitaries cancel in the matrix element
  have hc : ∀ A : Matrix n n ℂ,
      phase τ k *ᵥ (((phase τ k)ᴴ * A * phase τ k) *ᵥ ((phase τ k)ᴴ *ᵥ w)) = A *ᵥ w := by
    intro A
    simp only [mulVec_mulVec, ← Matrix.mul_assoc, phase_mul_conjTranspose, Matrix.one_mul]
    rw [Matrix.mul_assoc, phase_mul_conjTranspose, Matrix.mul_one]
  -- the Hamiltonian acts to the left on the first eigenvector
  have hl : star v ᵥ* H k = (E₁ : ℂ) • star v := by
    have h := congrArg star hv
    rw [star_mulVec, herm.eq] at h
    simpa [star_smul] using h
  have hcomm : star v ⬝ᵥ ((H k * position τ - position τ * H k) *ᵥ w) =
      ((E₁ : ℂ) - E₂) * (star v ⬝ᵥ (position τ *ᵥ w)) := by
    rw [sub_mulVec, dotProduct_sub, ← mulVec_mulVec, ← mulVec_mulVec, hw, mulVec_smul,
      dotProduct_smul, dotProduct_mulVec (star v) (H k), hl, smul_dotProduct,
      smul_eq_mul, smul_eq_mul]
    ring
  rw [hK', star_mulVec, conjTranspose_conjTranspose, ← dotProduct_mulVec, hc,
    add_mulVec, dotProduct_add, smul_mulVec, dotProduct_smul, hcomm, smul_eq_mul]
  ring
```

Hermiticity matters here. Take the constant matrix H with rows (0, 1) and (0, 1), τ = (0, 1), and v = w = (1, 1)/√2, an eigenvector with energy 1. The formula would give no difference, yet i⟨v, [H,T]v⟩ = i/2.

At equal energies the extra term vanishes. Band velocities, where v = w, therefore agree, as do elements within a degenerate level.

```lean
/-- If `H(k)` is Hermitian, the velocity elements of the two conventions agree between eigenvectors
of equal energy. -/
theorem velocity_element_same_energy {H : ℝ → Matrix n n ℂ} {H' K' : Matrix n n ℂ}
    {τ : n → ℝ} {k E : ℝ} {v w : n → ℂ} (hH : HasMatrixDerivAt H H' k)
    (hK : HasMatrixDerivAt (siteGauge H τ) K' k) (herm : (H k).IsHermitian)
    (hv : H k *ᵥ v = (E : ℂ) • v) (hw : H k *ᵥ w = (E : ℂ) • w) :
    star ((phase τ k)ᴴ *ᵥ v) ⬝ᵥ (K' *ᵥ ((phase τ k)ᴴ *ᵥ w)) = star v ⬝ᵥ (H' *ᵥ w) := by
  rw [velocity_element hH hK herm hv hw, sub_self, mul_zero, zero_mul, add_zero]
```

## A dimer where the conventions disagree

Two orbitals at 0 and 1 with constant unit hopping have H′ = 0. The vectors (1, 1) and (1, −1) have energies 1 and −1, and ⟨v, Tw⟩ = −1, so the element of K′ is

i · 2 · (−1) = −2i.

For normalised vectors it is −i, against 0 in the first convention.

The slip to watch for is sandwiching K′ between the eigenvectors of H without applying U*. In this dimer that gives −i cos k for normalised vectors, a spurious dependence on k.

```lean
/-- Two orbitals at positions 0 and 1, coupled by a constant unit hopping: `dH/dk` is zero,
while the element of `dK/dk` between the transformed vectors `(1, 1)` and `(1, -1)` is
`-2i`. -/
theorem dimer_velocity (k : ℝ) (K' : Matrix (Fin 2) (Fin 2) ℂ)
    (hK : HasMatrixDerivAt (siteGauge (fun _ => !![0, 1; 1, 0]) ![0, 1]) K' k) :
    HasMatrixDerivAt (fun _ => (!![0, 1; 1, 0] : Matrix (Fin 2) (Fin 2) ℂ)) 0 k ∧
      star ((phase ![0, 1] k)ᴴ *ᵥ ![1, 1]) ⬝ᵥ
        (K' *ᵥ ((phase ![0, 1] k)ᴴ *ᵥ ![1, -1])) = -2 * I := by
  have h0 : HasMatrixDerivAt
      (fun _ => (!![0, 1; 1, 0] : Matrix (Fin 2) (Fin 2) ℂ)) 0 k :=
    fun i j => hasDerivAt_const k _
  have herm : (!![0, 1; 1, 0] : Matrix (Fin 2) (Fin 2) ℂ).IsHermitian :=
    Matrix.IsHermitian.ext fun i j => by fin_cases i <;> fin_cases j <;> simp
  have hv : (!![0, 1; 1, 0] : Matrix (Fin 2) (Fin 2) ℂ) *ᵥ ![1, 1] =
      ((1 : ℝ) : ℂ) • ![1, 1] := by
    ext i
    fin_cases i <;> simp [mulVec, dotProduct, Fin.sum_univ_two]
  have hw : (!![0, 1; 1, 0] : Matrix (Fin 2) (Fin 2) ℂ) *ᵥ ![1, -1] =
      ((-1 : ℝ) : ℂ) • ![1, -1] := by
    ext i
    fin_cases i <;> simp [mulVec, dotProduct, Fin.sum_univ_two]
  refine ⟨h0, ?_⟩
  rw [velocity_element h0 hK herm hv hw]
  simp [position, mulVec_diagonal, dotProduct, Fin.sum_univ_two]
  ring

end

end TightBindingConventions
```

```lean
#print axioms TightBindingConventions.siteGauge_charpoly
#print axioms TightBindingConventions.siteGauge_eigenvector
#print axioms TightBindingConventions.velocity_element_same_energy
#print axioms TightBindingConventions.dimer_velocity
```

```
'TightBindingConventions.siteGauge_charpoly' depends on axioms: [propext, Classical.choice, Quot.sound]
'TightBindingConventions.siteGauge_eigenvector' depends on axioms: [propext, Classical.choice, Quot.sound]
'TightBindingConventions.velocity_element_same_energy' depends on axioms: [propext, Classical.choice, Quot.sound]
'TightBindingConventions.dimer_velocity' depends on axioms: [propext, Classical.choice, Quot.sound]
```
